# Hulthén s-levels: bound states as finite sums of exponentials at κ = Z/n − nd/2

## Checking a radial solver against a screened potential

A program that solves the radial Schrödinger equation on a grid can be checked by giving it a potential with known levels and comparing energies. The Hulthén potential suits this check when screening matters. In atomic units, with strength Z and inverse screening length d > 0, it is

V(r) = −Z d exp(−dr) / (1 − exp(−dr)).

Near the origin it behaves as −Z/r, and at large r it decays exponentially. For one particle in an s-wave, the reference energies are

E = −κ²/2, κ = Z/n − nd/2, n ≥ 1, n²d < 2Z.

For Z = 1 and d = 0.2 the condition admits three values of n:

n = 1: κ = 0.9, E = −0.405
n = 2: κ = 0.3, E = −0.045
n = 3: κ = 1/30, E = −1/1800

The third state has a decay length of 30 bohr, so a grid that sets u = 0 at its outer end should reach several times that distance before this energy is compared. In code, 1 − exp(−dr) loses digits at small r; evaluating it as −expm1(−dr) avoids this.

## What is stated

The radial function u(r), which is r times the s-wave orbital up to a constant, obeys

−u''/2 + V u = E u for r > 0.

In Lean, `potential Z d` is V, and `IsRadialSolution V E u` says that functions u' and u'' exist which are the first and second derivatives of u at every r > 0 and satisfy this equation there. The value that Lean assigns to V at r = 0 plays no part. The trial function `wave k d n c` is

u(r) = Σ_{j=0..n} c_j exp(−(k + jd)r),

with real k and real coefficients c_j.

The theorem `hulthen_level` takes d > 0, n ≥ 1 and n²d < 2Z. The last condition says that the screening is weak enough for level n to be bound; `kappa_pos_iff` shows that it is equivalent to κ > 0. With k = κ and the explicit coefficients `coeff`, starting from c_0 = 1, the theorem states that u(0) = 0, that u solves the equation with E = −κ²/2, that exp(κr)u(r) → 1, and that u(r) → 0 as r → ∞. The limit 1 ensures that u is not the zero function.

The converse, `hulthen_quantisation`, assumes d > 0, Z ≠ 0 and c_n ≠ 0. If such a sum solves the equation with energy −k²/2, then n ≥ 1 and k = Z/n − nd/2. No boundary condition is assumed, and k may have either sign. The condition Z ≠ 0 excludes the free particle, for which a single exponential is already a solution.

The converse concerns finite sums of this form only, so completeness of the list of bound states is a separate question. Higher angular momenta are not treated.

## From the differential equation to a recursion

Put x = exp(−dr), so that u = exp(−kr) Σ c_j x^j. Two derivatives multiply the j-th term by (k + jd)². Since

(k + jd)² − k² = jd(2k + jd),

the equation with E = −k²/2 becomes, after division by exp(−kr),

−½ Σ jd(2k + jd) c_j x^j − Z d x/(1 − x) Σ c_j x^j = 0.

Multiplication by −2(1 − x)/d gives R(x) = 0, where

R(x) = Σ_{j=0..n} c_j [j(2k + jd)(1 − x) + 2Zx] x^j.

For r > 0 we have 0 < x < 1, so the factor is non-zero and the two equations are equivalent.

The constant term of R vanishes. The coefficient of x^(j+1), for 0 ≤ j < n, vanishes when

c_{j+1} = [j(2k + jd) − 2Z] / [(j + 1)(2k + (j + 1)d)] · c_j.

For k > 0 the denominators are positive. Only the highest power is left:

R(x) = [2Z − n(2k + nd)] c_n x^(n+1).

For n ≥ 1 the bracket is zero exactly when k = Z/n − nd/2, and R then vanishes identically.

The condition at the origin follows from the same polynomial. At x = 1 the factor 1 − x removes the first part of each term, so

0 = R(1) = 2Z Σ c_j = 2Z u(0).

Since n²d < 2Z forces Z > 0, u(0) = 0. At large r, x → 0 and exp(κr)u(r) = Σ c_j x^j → c_0 = 1, while u itself tends to zero because κ > 0.

For the converse, suppose that a sum with c_n ≠ 0 solves the equation. Then R vanishes on the whole interval (0, 1), so all its coefficients are zero. The highest one gives

c_n [2Z − n(2k + nd)] = 0.

The bracket must vanish. For n = 0 this would mean Z = 0, so n ≥ 1, and solving for k gives the stated value.

## The lowest states and their normalisation

For n = 1 the recursion gives c_1 = −1 and

u(r) = exp(−κr)(1 − exp(−dr)), κ = Z − d/2.

This function has unit amplitude in its tail, whereas a solver usually returns one with ∫u² dr = 1. The normalised function is

√(Z(4Z² − d²))/d · exp(−κr)(1 − exp(−dr)).

For general n, the squared norm is Σ_{i,j} c_i c_j / (2κ + (i + j)d), and u is normalised by dividing it by the square root of this sum. With Z = 1, d = 0.2 and n = 2, the coefficients before normalisation are 1, −2.5 and 1.5; their sum is zero, as u(0) = 0 requires.

## The Lean file

```lean
import Mathlib

open Filter Topology Finset

namespace HulthenLevels

noncomputable section

/-- The Hulthén potential `-Z d exp(-d r) / (1 - exp(-d r))` with strength `Z` and screening `d`. -/
def potential (Z d r : ℝ) : ℝ :=
  -(Z * d * Real.exp (-(d * r))) / (1 - Real.exp (-(d * r)))

/-- `u` is twice differentiable and solves `-u''/2 + V u = E u` on the half-line `r > 0`. -/
def IsRadialSolution (V : ℝ → ℝ) (E : ℝ) (u : ℝ → ℝ) : Prop :=
  ∃ u' u'' : ℝ → ℝ, ∀ r, 0 < r → HasDerivAt u (u' r) r ∧ HasDerivAt u' (u'' r) r ∧
    -(u'' r) / 2 + V r * u r = E * u r

/-- The decay constant `Z/n - n d/2` of the `n`-th s-level. -/
def kappa (Z d : ℝ) (n : ℕ) : ℝ := Z / n - n * d / 2

/-- The sum of exponentials `∑ c_j exp(-(k + j d) r)` over `j = 0, ..., n`. -/
def wave (k d : ℝ) (n : ℕ) (c : ℕ → ℝ) (r : ℝ) : ℝ :=
  ∑ j ∈ range (n + 1), c j * Real.exp (-((k + j * d) * r))

/-- The coefficients of the radial function, starting from `c_0 = 1`, by a two-term recursion. -/
def coeff (Z d k : ℝ) : ℕ → ℝ
  | 0 => 1
  | j + 1 => ((j : ℝ) * (2 * k + j * d) - 2 * Z) /
      (((j : ℝ) + 1) * (2 * k + ((j : ℝ) + 1) * d)) * coeff Z d k j

/-- The polynomial in `x = exp(-d r)` that is left of the radial equation for a sum of
exponentials. -/
def residual (Z d k : ℝ) (n : ℕ) (c : ℕ → ℝ) (x : ℝ) : ℝ :=
  ∑ j ∈ range (n + 1), c j * (j * (2 * k + j * d) * (1 - x) + 2 * Z * x) * x ^ j

/-- For `n ≥ 1`, the decay constant of level `n` is positive exactly when the screening satisfies
`n² d < 2 Z`. -/
theorem kappa_pos_iff (Z d : ℝ) {n : ℕ} (hn : 1 ≤ n) :
    0 < kappa Z d n ↔ (n : ℝ) ^ 2 * d < 2 * Z := by
  have hn' : (0 : ℝ) < n := by exact_mod_cast hn
  have h : (n : ℝ) * (Z / n) = Z := by field_simp
  have e : 2 * Z - (n : ℝ) ^ 2 * d = 2 * (n * kappa Z d n) := by
    unfold kappa
    linear_combination -2 * h
  constructor
  · intro hk
    have := mul_pos hn' hk
    linarith
  · intro hb
    have : 0 < (n : ℝ) * kappa Z d n := by linarith
    exact (mul_pos_iff_of_pos_left hn').1 this

/-- Differentiating a sum of exponentials multiplies each coefficient by `-(k + j d)`. -/
theorem wave_hasDerivAt (k d : ℝ) (n : ℕ) (c : ℕ → ℝ) (r : ℝ) :
    HasDerivAt (wave k d n c) (wave k d n (fun j => -(k + j * d) * c j) r) r := by
  show HasDerivAt (fun s => ∑ j ∈ range (n + 1), c j * Real.exp (-((k + j * d) * s)))
    (∑ j ∈ range (n + 1), (-(k + j * d) * c j) * Real.exp (-((k + j * d) * r))) r
  apply HasDerivAt.fun_sum
  intro j _
  have h := ((hasDerivAt_id' r).const_mul (k + j * d)).fun_neg
  exact (h.exp.const_mul (c j)).congr_deriv (by ring)

/-- A sum of exponentials is `exp(-k r)` times a polynomial in `exp(-d r)`. -/
theorem wave_eq (k d : ℝ) (n : ℕ) (c : ℕ → ℝ) (r : ℝ) :
    wave k d n c r =
      Real.exp (-(k * r)) * ∑ j ∈ range (n + 1), c j * Real.exp (-(d * r)) ^ j := by
  unfold wave
  rw [Finset.mul_sum]
  refine Finset.sum_congr rfl fun j _ => ?_
  have h : Real.exp (-((k + j * d) * r)) =
      Real.exp (-(k * r)) * Real.exp (-(d * r)) ^ j := by
    rw [← Real.exp_nat_mul, ← Real.exp_add]
    congr 1
    ring
  rw [h]
  ring

/-- For `d > 0` and at a point `r > 0`, the radial equation with energy `-k²/2` for a sum of
exponentials is equivalent to the vanishing of the residual polynomial at `exp(-d r)`. -/
theorem equation_iff_residual (Z k : ℝ) {d r : ℝ} (hd : 0 < d) (hr : 0 < r)
    (n : ℕ) (c : ℕ → ℝ) :
    -(wave k d n (fun j => -(k + j * d) * (-(k + j * d) * c j)) r) / 2
        + potential Z d r * wave k d n c r = -k ^ 2 / 2 * wave k d n c r ↔
      residual Z d k n c (Real.exp (-(d * r))) = 0 := by
  have hlt : Real.exp (-(d * r)) < 1 := Real.exp_lt_one_iff.2 (neg_lt_zero.2 (mul_pos hd hr))
  have hx : 1 - Real.exp (-(d * r)) ≠ 0 := (sub_pos.2 hlt).ne'
  have hV : potential Z d r * (1 - Real.exp (-(d * r))) = -(Z * d * Real.exp (-(d * r))) :=
    div_mul_cancel₀ _ hx
  -- compare the two sides power by power in exp(-d r)
  have hsum : -(1 - Real.exp (-(d * r))) / 2 *
        wave k d n (fun j => -(k + j * d) * (-(k + j * d) * c j)) r
      + (k ^ 2 / 2 * (1 - Real.exp (-(d * r))) - Z * d * Real.exp (-(d * r))) * wave k d n c r
      = -(d / 2) * Real.exp (-(k * r)) * residual Z d k n c (Real.exp (-(d * r))) := by
    rw [wave_eq, wave_eq]
    unfold residual
    simp only [Finset.mul_sum, ← Finset.sum_add_distrib]
    refine Finset.sum_congr rfl fun j _ => ?_
    ring
  have key : (-(wave k d n (fun j => -(k + j * d) * (-(k + j * d) * c j)) r) / 2
        + potential Z d r * wave k d n c r - -k ^ 2 / 2 * wave k d n c r)
        * (1 - Real.exp (-(d * r)))
      = -(d / 2) * Real.exp (-(k * r)) * residual Z d k n c (Real.exp (-(d * r))) := by
    linear_combination hsum + wave k d n c r * hV
  have hc : -(d / 2) * Real.exp (-(k * r)) ≠ 0 :=
    mul_ne_zero (neg_ne_zero.2 (by positivity)) (Real.exp_ne_zero _)
  constructor
  · intro h
    rw [sub_eq_zero.2 h, zero_mul] at key
    exact (mul_eq_zero.1 key.symm).resolve_left hc
  · intro h
    rw [h, mul_zero] at key
    exact sub_eq_zero.1 ((mul_eq_zero.1 key).resolve_right hx)

/-- For `k, d > 0`, with the recursive coefficients, the residual telescopes to a constant times `x
^ (n + 1)`. -/
theorem residual_coeff (Z : ℝ) {d k : ℝ} (hd : 0 < d) (hk : 0 < k) (n : ℕ) (x : ℝ) :
    residual Z d k n (coeff Z d k) x =
      (2 * Z - n * (2 * k + n * d)) * coeff Z d k n * x ^ (n + 1) := by
  induction n with
  | zero => simp [residual, coeff]
  | succ n ih =>
    have hne : ((n : ℝ) + 1) * (2 * k + ((n : ℝ) + 1) * d) ≠ 0 := by positivity
    have hrec : ((n : ℝ) + 1) * (2 * k + ((n : ℝ) + 1) * d) * coeff Z d k (n + 1) =
        ((n : ℝ) * (2 * k + n * d) - 2 * Z) * coeff Z d k n := by
      rw [coeff, ← mul_assoc, mul_div_assoc', mul_div_cancel_left₀ _ hne]
    unfold residual at ih ⊢
    rw [Finset.sum_range_succ, ih]
    push_cast
    linear_combination x ^ (n + 1) * hrec

/-- For `k, d > 0` and a sum of exponentials `u`, `exp(k r) u(r)` tends to `c_0` at large distance,
and `u` tends to zero. -/
theorem wave_asymptotics {k d : ℝ} (hk : 0 < k) (hd : 0 < d) (n : ℕ) (c : ℕ → ℝ) :
    Tendsto (fun r => Real.exp (k * r) * wave k d n c r) atTop (𝓝 (c 0)) ∧
      Tendsto (wave k d n c) atTop (𝓝 0) := by
  have hexp : ∀ a : ℝ, 0 < a → Tendsto (fun r : ℝ => Real.exp (-(a * r))) atTop (𝓝 0) :=
    fun a ha => Real.tendsto_exp_neg_atTop_nhds_zero.comp (tendsto_id.const_mul_atTop ha)
  have hc : Continuous (fun x : ℝ => ∑ j ∈ range (n + 1), c j * x ^ j) :=
    continuous_finsetSum _ (fun j _ => by fun_prop)
  have h0 : ∑ j ∈ range (n + 1), c j * (0 : ℝ) ^ j = c 0 := by
    rw [Finset.sum_range_succ']
    simp
  have h : Tendsto (fun r : ℝ => ∑ j ∈ range (n + 1), c j * Real.exp (-(d * r)) ^ j) atTop
      (𝓝 (∑ j ∈ range (n + 1), c j * (0 : ℝ) ^ j)) := (hc.tendsto 0).comp (hexp d hd)
  rw [h0] at h
  constructor
  · refine h.congr fun r => ?_
    rw [wave_eq, ← mul_assoc, ← Real.exp_add, add_neg_cancel, Real.exp_zero, one_mul]
  · have h2 := (hexp k hk).mul h
    rw [zero_mul] at h2
    exact h2.congr fun r => (wave_eq k d n c r).symm

/-- For `d > 0`, `n ≥ 1` and `n² d < 2 Z`, the Hulthén potential has an s-wave solution of energy
`-κ²/2`, `κ = Z/n - n d/2 > 0`, which is a sum of `n + 1` exponentials, vanishes at the origin,
behaves as `exp(-κ r)` at large distance and tends to zero there. -/
theorem hulthen_level {Z d : ℝ} {n : ℕ} (hd : 0 < d) (hn : 1 ≤ n)
    (hb : (n : ℝ) ^ 2 * d < 2 * Z) :
    let κ := kappa Z d n
    let u := wave κ d n (coeff Z d κ)
    0 < κ ∧ u 0 = 0 ∧ IsRadialSolution (potential Z d) (-κ ^ 2 / 2) u ∧
      Tendsto (fun r => Real.exp (κ * r) * u r) atTop (𝓝 1) ∧ Tendsto u atTop (𝓝 0) := by
  intro κ u
  have hk : 0 < κ := (kappa_pos_iff Z d hn).2 hb
  have hn' : (0 : ℝ) < n := by exact_mod_cast hn
  have hZ : 0 < Z := by
    have : 0 < (n : ℝ) ^ 2 * d := by positivity
    linarith
  -- the choice of κ terminates the recursion
  have hq : 2 * Z - n * (2 * κ + n * d) = 0 := by
    have h : (n : ℝ) * (Z / n) = Z := by field_simp
    show 2 * Z - n * (2 * (Z / n - n * d / 2) + n * d) = 0
    linear_combination -2 * h
  have hres : ∀ x, residual Z d κ n (coeff Z d κ) x = 0 := fun x => by
    rw [residual_coeff Z hd hk, hq, zero_mul, zero_mul]
  refine ⟨hk, ?_, ?_, (wave_asymptotics hk hd n _).1, (wave_asymptotics hk hd n _).2⟩
  · -- at x = 1 the residual is 2 Z u(0)
    have h1 : residual Z d κ n (coeff Z d κ) 1 = 2 * Z * wave κ d n (coeff Z d κ) 0 := by
      unfold residual wave
      rw [Finset.mul_sum]
      refine Finset.sum_congr rfl fun j _ => ?_
      rw [mul_zero, neg_zero, Real.exp_zero, one_pow]
      ring
    rw [hres 1] at h1
    exact (mul_eq_zero.1 h1.symm).resolve_left (by positivity)
  · exact ⟨_, _, fun r hr => ⟨wave_hasDerivAt _ _ _ _ r, wave_hasDerivAt _ _ _ _ r,
      (equation_iff_residual Z κ hd hr n _).2 (hres _)⟩⟩

/-- Conversely, for `d > 0` and `Z ≠ 0`, if a sum of exponentials with last coefficient `c_n ≠ 0`
solves the Hulthén equation with energy `-k²/2`, then `n ≥ 1` and `k = Z/n - n d/2`. -/
theorem hulthen_quantisation {Z d k : ℝ} {n : ℕ} {c : ℕ → ℝ} (hd : 0 < d) (hZ : Z ≠ 0)
    (hc : c n ≠ 0) (hu : IsRadialSolution (potential Z d) (-k ^ 2 / 2) (wave k d n c)) :
    1 ≤ n ∧ k = kappa Z d n := by
  obtain ⟨u1, u2, h⟩ := hu
  have hres : ∀ r, 0 < r → residual Z d k n c (Real.exp (-(d * r))) = 0 := by
    intro r hr
    have e1 : u1 =ᶠ[𝓝 r] wave k d n (fun j => -(k + j * d) * c j) := by
      filter_upwards [Ioi_mem_nhds hr] with s hs
      exact (h s hs).1.unique (wave_hasDerivAt k d n c s)
    have e2 := (h r hr).2.1.unique ((wave_hasDerivAt k d n _ r).congr_of_eventuallyEq e1)
    have e3 := (h r hr).2.2
    rw [e2] at e3
    exact (equation_iff_residual Z k hd hr n c).1 e3
  -- the residual as a formal polynomial, which has all of (0, 1) as roots
  let P : Polynomial ℝ := ∑ j ∈ range (n + 1),
    (Polynomial.C (c j * (j * (2 * k + j * d))) * Polynomial.X ^ j +
      Polynomial.C (c j * (2 * Z - j * (2 * k + j * d))) * Polynomial.X ^ (j + 1))
  have hP : P = 0 := by
    apply Polynomial.eq_zero_of_infinite_isRoot
    refine (Set.Ioo_infinite (zero_lt_one : (0 : ℝ) < 1)).mono fun x hx => ?_
    have hr : 0 < -Real.log x / d := div_pos (neg_pos.2 (Real.log_neg hx.1 hx.2)) hd
    have hxr : Real.exp (-(d * (-Real.log x / d))) = x := by
      rw [mul_div_assoc', mul_div_cancel_left₀ _ hd.ne', neg_neg, Real.exp_log hx.1]
    have h0 := hres _ hr
    rw [hxr] at h0
    show Polynomial.eval x P = 0
    rw [← h0]
    simp only [P, residual, Polynomial.eval_finsetSum, Polynomial.eval_add,
      Polynomial.eval_mul, Polynomial.eval_C, Polynomial.eval_pow, Polynomial.eval_X]
    refine Finset.sum_congr rfl fun j _ => ?_
    ring
  -- its top coefficient gives the quantisation condition
  have hcoef : P.coeff (n + 1) = c n * (2 * Z - n * (2 * k + n * d)) := by
    simp only [P, Polynomial.finsetSum_coeff, Polynomial.coeff_add, Polynomial.coeff_C_mul,
      Polynomial.coeff_X_pow]
    rw [Finset.sum_eq_single n]
    · simp
    · intro j hj hjn
      have hj' := Finset.mem_range.1 hj
      have h1 : ¬ (n + 1 = j) := by omega
      have h2 : ¬ (n + 1 = j + 1) := by omega
      rw [if_neg h1, if_neg h2]
      ring
    · intro hn
      exact absurd (Finset.mem_range.2 (Nat.lt_succ_self n)) hn
  rw [hP, Polynomial.coeff_zero] at hcoef
  have hq := (mul_eq_zero.1 hcoef.symm).resolve_left hc
  have hn : n ≠ 0 := by
    rintro rfl
    apply hZ
    simpa using hq
  have hn' : (n : ℝ) ≠ 0 := by exact_mod_cast hn
  refine ⟨Nat.one_le_iff_ne_zero.2 hn, ?_⟩
  have hZ' : Z = n * (k + n * d / 2) := by linear_combination hq / 2
  unfold kappa
  rw [hZ', mul_div_cancel_left₀ _ hn']
  ring

end

end HulthenLevels
```

```lean
#print axioms HulthenLevels.hulthen_level
#print axioms HulthenLevels.hulthen_quantisation
```

```
'HulthenLevels.hulthen_level' depends on axioms: [propext, Classical.choice, Quot.sound]
'HulthenLevels.hulthen_quantisation' depends on axioms: [propext, Classical.choice, Quot.sound]
```

## How the proof follows the derivation

`wave_hasDerivAt` shows that differentiation replaces c_j by −(k + jd)c_j. The result is again a `wave`, so the same lemma supplies the second derivative. `wave_eq` takes out the factor exp(−kr) and leaves a polynomial in x.

`equation_iff_residual` is the passage from the differential equation to R(x) = 0, with R called `residual`. Its step `hsum` compares the two sides term by term, with `ring` doing the algebra for each j. The step `key` then brings in the potential, multiplied by 1 − x. Both 1 − x and −(d/2)exp(−kr) are non-zero, which gives the equivalence in both directions.

`residual_coeff` proves the formula for the remaining highest power by induction on n. Adding the term n + 1 cancels the previous remainder through the recursion `hrec` and leaves a new remainder one power higher. `wave_asymptotics` obtains both limits from the continuity of the polynomial at x = 0.

In `hulthen_level`, `hq` is the vanishing of the bracket at k = κ, and `hres` concludes that the residual is zero for every x. Its value at x = 1 yields u(0) = 0, and its values at x = exp(−dr) yield the differential equation.

`hulthen_quantisation` starts from derivatives known only for r > 0. Uniqueness of derivatives, applied in a neighbourhood of each such r, identifies them with those of the exponential sum. The residual is then written as a formal polynomial `P`. Each x in (0, 1) equals exp(−dr) for r = −log(x)/d > 0, so `P` has infinitely many roots and is zero. `hcoef` computes its coefficient of x^(n+1), from which the value of k follows as in the derivation.
